# A grounded wall at radius R shifts the Hartree potential of an enclosed radial charge by −Q/R

## A uniform ball of charge

Let a charge $Q$ fill a ball of radius $R>0$ with constant density $\rho=3Q/(4\pi R^3)$, in units where a point charge $Q$ has potential $Q/r$. For a radial potential $V$, Poisson's equation becomes $(rV)''=-4\pi r\rho=-3Qr/R^3$. Two integrations give $rV=-Qr^3/(2R^3)+cr$, where $rV=0$ at the origin has removed the constant term. Only the number $c$ is left for the wall to fix.

- Grounded wall, $V(R)=0$: $V=Q(R^2-r^2)/(2R^3)$.
- Free space, $V(R)=Q/R$: $V=Q(3R^2-r^2)/(2R^3)$.

The two potentials differ by the constant $Q/R$. The energies $\tfrac12\int 4\pi r^2\rho V\,dr$ are $Q^2/(10R)$ and $3Q^2/(5R)$, which differ by $Q^2/(2R)$. Both differences are the same for every continuous radial density in the ball with total charge $Q$.

## Charge, potential and wall value

Let $\rho$ be continuous on $[0,R]$, of either sign, with no charge beyond $R$. Define

$$Q=\int_0^R4\pi s^2\rho(s)\,ds,\qquad V_C(r)=\int_0^R\frac{4\pi s^2\rho(s)}{\max(r,s)}\,ds .$$

$V_C$ is the free-space Coulomb potential. Its kernel is the average of 1/distance over a shell of radius $s$. With $x$ the cosine of the polar angle, the distance is $d(x)=\sqrt{r^2+s^2-2rsx}$, and $-d/(rs)$ is an antiderivative of $1/d$. For positive $r\neq s$,

$$\frac12\int_{-1}^1\frac{dx}{d(x)}=\frac{(r+s)-|r-s|}{2rs}=\frac{1}{\max(r,s)} .$$

A solution with wall value $q$ is a function $u=rV$, continuous on $[0,R]$, with $u''=-4\pi r\rho$ on $(0,R)$, $u(0)=0$ and $u(R)=q$. The condition at the origin excludes a point charge there. The choice $q=0$ stands for a grounded conducting sphere, whose induced surface charge $-Q$ produces the constant potential $-Q/R$ inside.

## The solution for every wall value

The claim is that $u$ is a solution exactly when, on $[0,R]$,

$$u(r)=r\,(V_C(r)+k),\qquad k=\frac{q-Q}{R}.$$

Split the Coulomb integral at $r$. Inner shells have $\max(r,s)=r$ and outer shells have $\max(r,s)=s$, so

$$rV_C(r)=\int_0^r4\pi s^2\rho\,ds+r\int_r^R4\pi s\rho\,ds .$$

Add $kr$ and differentiate:

$$u'=4\pi r^2\rho+\int_r^R4\pi s\rho\,ds-4\pi r^2\rho+k=\int_r^R4\pi s\rho\,ds+k,\qquad u''=-4\pi r\rho .$$

Also $u(0)=0$ and $u(R)=Q+kR=q$, so the formula gives a solution.

There is no other. The difference $\delta$ of two solutions vanishes at both ends and has $\delta''=0$. Its slope is therefore a constant $m$, and for $0<r<R$ we have $\delta(r)=mr$ and $-\delta(r)=m(R-r)$. Adding these gives $mR=0$, hence $m=0$ and $\delta(r)=0$.

## The energy shift

The self-energy with potential $V$ is $E[V]=\tfrac12\int_0^R4\pi r^2\rho V\,dr$. Inserting $V=V_C+k$ gives

$$E[V]=E[V_C]+\frac{kQ}{2}=E[V_C]+\frac{Q(q-Q)}{2R}.$$

For $q=0$ the potential is $V_C-Q/R$ and the energy is lower by $Q^2/(2R)$. For $q=Q$ both agree with free space. In an atomic calculation on a finite radial grid, with a spherical density taken to vanish beyond the grid, the wall value $rV=Q$ thus gives the free-space Hartree potential of that density.

## The statement in Lean

`charge`, `coulomb` and `selfEnergy` are $Q$, $V_C$ and $E$. Their integrals stop at `R`, so values of `ρ` elsewhere play no role, and this is how the density vanishes outside. `IsRadialSolution ρ R q u` collects the four conditions on $u$; its function `w` is the first derivative on the open interval, and no derivative is required at the end points.

`solution_iff` is the equivalence claimed above, and it supplies both existence and uniqueness on $[0,R]$. `grounded_hartree` takes any solution with wall value 0 and states the two shifts. The potential is written `u r / r`, so its formula is stated on `Ioc 0 R`, that is $(0,R]$; Lean's value 0 for this quotient at the origin does not affect the energy integral.

The file begins with the radial equation and the radial integral. The reduction from three dimensions enters only through `shell_average`, which motivates the definition of `coulomb` and is not used by the later theorems. Non-spherical densities and densities reaching past the wall are not treated.

```lean
import Mathlib

open Real Set MeasureTheory

namespace GroundedHartree

noncomputable section

/-- Total charge of the radial density `ρ` in the ball of radius `R`. -/
def charge (ρ : ℝ → ℝ) (R : ℝ) : ℝ := ∫ s in (0:ℝ)..R, 4 * π * s ^ 2 * ρ s

/-- Free-space Coulomb potential at distance `r ≥ 0` from the centre, for a radial density `ρ`
confined to the ball of radius `R`: a shell of radius `s` contributes its charge over `max r s`. -/
def coulomb (ρ : ℝ → ℝ) (R r : ℝ) : ℝ :=
  ∫ s in (0:ℝ)..R, 4 * π * s ^ 2 * ρ s / max r s

/-- Hartree self-energy of the density `ρ` in the ball of radius `R`, computed with the
potential `V`. -/
def selfEnergy (ρ : ℝ → ℝ) (R : ℝ) (V : ℝ → ℝ) : ℝ :=
  1 / 2 * ∫ r in (0:ℝ)..R, 4 * π * r ^ 2 * ρ r * V r

/-- The function `u = r V` solves the radial Poisson equation `u'' = -4 π r ρ` on `(0, R)`, is
continuous on `[0, R]`, vanishes at the origin and takes the value `q` at the wall `R`. -/
structure IsRadialSolution (ρ : ℝ → ℝ) (R q : ℝ) (u : ℝ → ℝ) : Prop where
  cont : ContinuousOn u (Icc 0 R)
  zero : u 0 = 0
  wall : u R = q
  poisson : ∃ w : ℝ → ℝ, ∀ r ∈ Ioo 0 R,
    HasDerivAt u (w r) r ∧ HasDerivAt w (-(4 * π * r * ρ r)) r

/-- The average of the inverse distance from a point at radius `r` to a sphere of radius `s` is
`1 / max r s`, for positive `r ≠ s`; here `x` is the cosine of the polar angle. -/
theorem shell_average {r s : ℝ} (hr : 0 < r) (hs : 0 < s) (h : r ≠ s) :
    1 / 2 * ∫ x in (-1:ℝ)..1, 1 / Real.sqrt (r ^ 2 + s ^ 2 - 2 * r * s * x) = 1 / max r s := by
  have pos : ∀ x ∈ uIcc (-1:ℝ) 1, 0 < r ^ 2 + s ^ 2 - 2 * r * s * x := by
    intro x hx
    rw [uIcc_of_le (by norm_num)] at hx
    have h1 : 0 < (r - s) ^ 2 := by
      have := sub_ne_zero.mpr h
      positivity
    nlinarith [mul_nonneg (mul_pos hr hs).le (sub_nonneg.mpr hx.2)]
  -- the distance itself is, up to a factor, an antiderivative
  have der : ∀ x ∈ uIcc (-1:ℝ) 1,
      HasDerivAt (fun x => -Real.sqrt (r ^ 2 + s ^ 2 - 2 * r * s * x) / (r * s))
        (1 / Real.sqrt (r ^ 2 + s ^ 2 - 2 * r * s * x)) x := by
    intro x hx
    have h1 : HasDerivAt (fun x : ℝ => r ^ 2 + s ^ 2 - 2 * r * s * x) (-(2 * r * s)) x :=
      (((hasDerivAt_id' x).const_mul (2 * r * s)).const_sub (r ^ 2 + s ^ 2)).congr_deriv
        (by ring)
    refine (((h1.sqrt (pos x hx).ne').fun_neg).div_const (r * s)).congr_deriv ?_
    have hq := Real.sqrt_pos.mpr (pos x hx)
    generalize Real.sqrt (r ^ 2 + s ^ 2 - 2 * r * s * x) = d at hq ⊢
    field_simp
  have hc : Continuous fun x : ℝ => Real.sqrt (r ^ 2 + s ^ 2 - 2 * r * s * x) := by fun_prop
  have key := intervalIntegral.integral_eq_sub_of_hasDerivAt der
    (continuousOn_const.div hc.continuousOn
      fun x hx => (Real.sqrt_pos.mpr (pos x hx)).ne').intervalIntegrable
  have e1 : r ^ 2 + s ^ 2 - 2 * r * s * 1 = (r - s) ^ 2 := by ring
  have e2 : r ^ 2 + s ^ 2 - 2 * r * s * (-1) = (r + s) ^ 2 := by ring
  simp only [e1, e2] at key
  rw [key, Real.sqrt_sq_eq_abs (r - s), Real.sqrt_sq (add_pos hr hs).le]
  rcases lt_or_gt_of_ne h with h | h
  · rw [abs_of_neg (sub_neg.mpr h), max_eq_right h.le]
    field_simp
    ring
  · rw [abs_of_pos (sub_pos.mpr h), max_eq_left h.le]
    field_simp
    ring

/-- For `r` in `[0, R]` and `ρ` continuous on `[0, R]`, `r` times the Coulomb potential is the
charge enclosed by `r` plus `r` times the potential of the outer shells. -/
theorem mul_coulomb {ρ : ℝ → ℝ} {R r : ℝ} (hρ : ContinuousOn ρ (Icc 0 R)) (hr : r ∈ Icc 0 R) :
    r * coulomb ρ R r = charge ρ r + r * ∫ s in r..R, 4 * π * s * ρ s := by
  rcases hr.1.eq_or_lt with h0 | h0
  · subst h0
    simp [charge]
  · have hc : ContinuousOn (fun s => 4 * π * s ^ 2 * ρ s / max r s) (Icc 0 R) :=
      ContinuousOn.div (by fun_prop) (continuous_const.max continuous_id').continuousOn
        fun s _ => (lt_max_of_lt_left h0).ne'
    have i1 := (hc.mono (Icc_subset_Icc_right hr.2)).intervalIntegrable_of_Icc
      (μ := volume) hr.1
    have i2 := (hc.mono (Icc_subset_Icc_left hr.1)).intervalIntegrable_of_Icc
      (μ := volume) hr.2
    have e1 : ∫ s in (0:ℝ)..r, 4 * π * s ^ 2 * ρ s / max r s = charge ρ r / r := by
      rw [charge, ← intervalIntegral.integral_div]
      apply intervalIntegral.integral_congr
      intro s hs
      rw [uIcc_of_le hr.1] at hs
      simp only [max_eq_left hs.2]
    have e2 : ∫ s in r..R, 4 * π * s ^ 2 * ρ s / max r s = ∫ s in r..R, 4 * π * s * ρ s := by
      apply intervalIntegral.integral_congr
      intro s hs
      rw [uIcc_of_le hr.2] at hs
      have hs0 : 0 < s := h0.trans_le hs.1
      simp only [max_eq_right hs.1]
      field_simp
    rw [coulomb, ← intervalIntegral.integral_add_adjacent_intervals i1 i2, e1, e2, mul_add,
      ← mul_div_assoc, mul_div_cancel_left₀ _ h0.ne']

/-- At and beyond the radius `R > 0` of the ball, the Coulomb potential is that of a point
charge. -/
theorem coulomb_outside (ρ : ℝ → ℝ) {R r : ℝ} (hR : 0 < R) (hr : R ≤ r) :
    coulomb ρ R r = charge ρ R / r := by
  rw [coulomb, charge, ← intervalIntegral.integral_div]
  apply intervalIntegral.integral_congr
  intro s hs
  rw [uIcc_of_le hR.le] at hs
  simp only [max_eq_left (hs.2.trans hr)]

/-- For a function continuous on `[0, R]`, `R > 0`, the integral from the centre up to `r` is
continuous on `[0, R]`, and its derivative on `(0, R)` is the integrand. -/
theorem primitive {f : ℝ → ℝ} {R : ℝ} (hR : 0 < R) (hf : ContinuousOn f (Icc 0 R)) :
    ContinuousOn (fun r => ∫ s in (0:ℝ)..r, f s) (Icc 0 R) ∧
      ∀ r ∈ Ioo 0 R, HasDerivAt (fun r => ∫ s in (0:ℝ)..r, f s) (f r) r := by
  constructor
  · have h := intervalIntegral.continuousOn_primitive_interval (μ := volume) (f := f)
      (a := 0) (b := R) (by rw [uIcc_of_le hR.le]; exact hf.integrableOn_Icc)
    rwa [uIcc_of_le hR.le] at h
  · intro r hr
    exact intervalIntegral.integral_hasDerivAt_right
      ((hf.mono (Icc_subset_Icc_right hr.2.le)).intervalIntegrable_of_Icc hr.1.le)
      ((hf.mono Ioo_subset_Icc_self).stronglyMeasurableAtFilter isOpen_Ioo r hr)
      (hf.continuousAt (Icc_mem_nhds hr.1 hr.2))

/-- Two solutions of the radial Poisson equation with the same density and the same wall value
agree on `[0, R]`. -/
theorem solution_unique {ρ u v : ℝ → ℝ} {R q : ℝ} (hu : IsRadialSolution ρ R q u)
    (hv : IsRadialSolution ρ R q v) : EqOn u v (Icc 0 R) := by
  obtain ⟨w, hw⟩ := hu.poisson
  obtain ⟨z, hz⟩ := hv.poisson
  intro r hr
  rcases hr.1.eq_or_lt with h | h0
  · rw [← h, hu.zero, hv.zero]
  rcases hr.2.eq_or_lt with h | h1
  · rw [h, hu.wall, hv.wall]
  have hd : ∀ x ∈ Ioo 0 R, HasDerivAt (fun x => u x - v x) (w x - z x) x :=
    fun x hx => (hw x hx).1.fun_sub (hz x hx).1
  have hc : ContinuousOn (fun x => u x - v x) (Icc 0 R) := hu.cont.sub hv.cont
  -- mean slopes of the difference on the two sides of `r`
  obtain ⟨a, ha, ea⟩ := exists_hasDerivAt_eq_slope (fun x => u x - v x) (fun x => w x - z x) h0
    (hc.mono (Icc_subset_Icc_right h1.le)) (fun x hx => hd x ⟨hx.1, hx.2.trans h1⟩)
  obtain ⟨b, hb, eb⟩ := exists_hasDerivAt_eq_slope (fun x => u x - v x) (fun x => w x - z x) h1
    (hc.mono (Icc_subset_Icc_left h0.le)) (fun x hx => hd x ⟨h0.trans hx.1, hx.2⟩)
  have hab : a < b := ha.2.trans hb.1
  have hs : ∀ x ∈ Icc a b, HasDerivAt (fun x => w x - z x) 0 x := fun x hx => by
    have hx' : x ∈ Ioo 0 R := ⟨ha.1.trans_le hx.1, hx.2.trans_lt hb.2⟩
    exact ((hw x hx').2.fun_sub (hz x hx').2).congr_deriv (sub_self _)
  -- the slope is constant, so both mean slopes coincide
  obtain ⟨c, _, ec⟩ := exists_hasDerivAt_eq_slope (fun x => w x - z x) (fun _ => 0) hab
    (fun x hx => (hs x hx).continuousAt.continuousWithinAt)
    (fun x hx => hs x (Ioo_subset_Icc_self hx))
  rw [eq_div_iff (sub_pos.mpr hab).ne'] at ec
  have e : w b - z b = w a - z a := by linarith
  rw [eq_div_iff (sub_pos.mpr h0).ne', hu.zero, hv.zero] at ea
  rw [eq_div_iff (sub_pos.mpr h1).ne', hu.wall, hv.wall, e] at eb
  have k : (w a - z a) * R = 0 := by linear_combination ea + eb
  rw [(mul_eq_zero.mp k).resolve_right (h0.trans h1).ne'] at ea
  linarith

/-- For `ρ` continuous on `[0, R]`, `R > 0`, the solutions `u = r V` with wall value `q` are
exactly those where `V` is the Coulomb potential shifted by the constant `(q - Q) / R`. -/
theorem solution_iff {ρ : ℝ → ℝ} {R : ℝ} (hR : 0 < R) (hρ : ContinuousOn ρ (Icc 0 R))
    (q : ℝ) (u : ℝ → ℝ) : IsRadialSolution ρ R q u ↔
      ∀ r ∈ Icc 0 R, u r = r * (coulomb ρ R r + (q - charge ρ R) / R) := by
  have hB : ContinuousOn (fun s => 4 * π * s * ρ s) (Icc 0 R) := by fun_prop
  have pA := primitive (f := fun s => 4 * π * s ^ 2 * ρ s) hR (by fun_prop)
  have pB := primitive hR hB
  have back : ∀ v : ℝ → ℝ,
      (∀ r ∈ Icc 0 R, v r = r * (coulomb ρ R r + (q - charge ρ R) / R)) →
      IsRadialSolution ρ R q v := by
    intro v hv
    have form : ∀ r ∈ Icc 0 R, v r = (∫ s in (0:ℝ)..r, 4 * π * s ^ 2 * ρ s)
        + r * ((∫ s in (0:ℝ)..R, 4 * π * s * ρ s) - ∫ s in (0:ℝ)..r, 4 * π * s * ρ s)
        + r * ((q - charge ρ R) / R) := by
      intro r hr
      rw [hv r hr, mul_add, mul_coulomb hρ hr, intervalIntegral.integral_interval_sub_left
        (hB.intervalIntegrable_of_Icc hR.le)
        ((hB.mono (Icc_subset_Icc_right hr.2)).intervalIntegrable_of_Icc hr.1)]
      rfl
    refine ⟨?_, ?_, ?_, ?_⟩
    · exact ((pA.1.add (continuousOn_id.mul (continuousOn_const.sub pB.1))).add
        (continuousOn_id.mul continuousOn_const)).congr form
    · rw [hv 0 ⟨le_rfl, hR.le⟩, zero_mul]
    · rw [hv R ⟨hR.le, le_rfl⟩, coulomb_outside ρ hR le_rfl]
      field_simp
      ring
    · -- the enclosed charge drops out of the first derivative
      refine ⟨fun r => (∫ s in (0:ℝ)..R, 4 * π * s * ρ s) - (∫ s in (0:ℝ)..r, 4 * π * s * ρ s)
        + (q - charge ρ R) / R, fun r hr => ⟨?_, ?_⟩⟩
      · have h := ((pA.2 r hr).fun_add ((hasDerivAt_id' r).fun_mul ((pB.2 r hr).const_sub
          (∫ s in (0:ℝ)..R, 4 * π * s * ρ s)))).fun_add
          ((hasDerivAt_id' r).mul_const ((q - charge ρ R) / R))
        refine (h.congr_of_eventuallyEq ?_).congr_deriv (by ring)
        filter_upwards [Icc_mem_nhds hr.1 hr.2] with x hx using form x hx
      · exact ((pB.2 r hr).const_sub _).add_const _
  exact ⟨fun hu r hr => solution_unique hu (back _ fun _ _ => rfl) hr, back u⟩

/-- For `ρ` continuous on `[0, R]`, `R > 0`, the wall value `q` changes the Hartree self-energy
from its free-space value by `Q (q - Q) / (2 R)`. -/
theorem selfEnergy_wall {ρ u : ℝ → ℝ} {R q : ℝ} (hR : 0 < R) (hρ : ContinuousOn ρ (Icc 0 R))
    (hu : IsRadialSolution ρ R q u) : selfEnergy ρ R (fun r => u r / r) =
      selfEnergy ρ R (coulomb ρ R) + charge ρ R * (q - charge ρ R) / (2 * R) := by
  have sol := (solution_iff hR hρ q u).mp hu
  have hcu := hu.cont
  have hA : ContinuousOn (fun r => (q - charge ρ R) / R * (4 * π * r ^ 2 * ρ r)) (Icc 0 R) := by
    fun_prop
  have hI : ContinuousOn (fun r => 4 * π * r ^ 2 * ρ r * coulomb ρ R r) (Icc 0 R) := by
    have h : ContinuousOn (fun r => 4 * π * r * ρ r * (u r - r * ((q - charge ρ R) / R)))
        (Icc 0 R) := by fun_prop
    refine h.congr fun r hr => ?_
    beta_reduce
    linear_combination (-(4 * π * r * ρ r)) * sol r hr
  have hE : ∫ r in (0:ℝ)..R, 4 * π * r ^ 2 * ρ r * (u r / r) =
      ∫ r in (0:ℝ)..R, (4 * π * r ^ 2 * ρ r * coulomb ρ R r
        + (q - charge ρ R) / R * (4 * π * r ^ 2 * ρ r)) := by
    apply intervalIntegral.integral_congr
    intro r hr
    rw [uIcc_of_le hR.le] at hr
    beta_reduce
    rcases hr.1.eq_or_lt with h | h
    · simp [← h]
    · rw [sol r hr, mul_div_cancel_left₀ _ h.ne']
      ring
  have hQ : ∫ r in (0:ℝ)..R, 4 * π * r ^ 2 * ρ r = charge ρ R := rfl
  rw [selfEnergy, selfEnergy, hE, intervalIntegral.integral_add
    (hI.intervalIntegrable_of_Icc hR.le) (hA.intervalIntegrable_of_Icc hR.le),
    intervalIntegral.integral_const_mul, hQ]
  ring

/-- Grounded boundary: for `ρ` continuous on `[0, R]`, `R > 0`, solving with `r V` zero at `0`
and `R` gives the free-space Coulomb potential minus `Q / R` on `(0, R]`, and a Hartree
self-energy lower by `Q ^ 2 / (2 R)`. -/
theorem grounded_hartree {ρ u : ℝ → ℝ} {R : ℝ} (hR : 0 < R) (hρ : ContinuousOn ρ (Icc 0 R))
    (hu : IsRadialSolution ρ R 0 u) :
    (∀ r ∈ Ioc 0 R, u r / r = coulomb ρ R r - charge ρ R / R) ∧
      selfEnergy ρ R (fun r => u r / r) =
        selfEnergy ρ R (coulomb ρ R) - charge ρ R ^ 2 / (2 * R) := by
  constructor
  · intro r hr
    rw [(solution_iff hR hρ 0 u).mp hu r ⟨hr.1.le, hr.2⟩, mul_div_cancel_left₀ _ hr.1.ne']
    ring
  · rw [selfEnergy_wall hR hρ hu]
    ring

end

end GroundedHartree
```

```lean
#print axioms GroundedHartree.shell_average
-- 'GroundedHartree.shell_average' depends on axioms: [propext, Classical.choice, Quot.sound]
#print axioms GroundedHartree.grounded_hartree
-- 'GroundedHartree.grounded_hartree' depends on axioms: [propext, Classical.choice, Quot.sound]
```

## From the shell split to the energy

`shell_average` first shows that the squared distance is positive, which is where `r ≠ s` enters, then applies the fundamental theorem of calculus to the antiderivative $-d/(rs)$. The cases $r<s$ and $s<r$ resolve the absolute value.

`mul_coulomb` is the split at $r$, with $r=0$ handled separately. `coulomb_outside` evaluates the free-space potential $V_C$ at radii $r\ge R$ as $Q/r$. `primitive` provides continuity up to the end points and the derivative inside for integrals that start at the centre.

`solution_unique` replaces "zero second derivative, hence linear" by the mean value theorem. Applied to $\delta$ on $[0,r]$ and $[r,R]$, it gives points `a` and `b` where $\delta'$ equals the two mean slopes. Applied to $\delta'$ on $[a,b]$, it shows that these slopes coincide. The line `k` is then $mR=0$. Continuity of `ρ` is not needed here.

In `solution_iff`, the step `back` shows that the formula gives a solution. Its part `form` rewrites the outer integral as a difference of two integrals from 0, so that `primitive` applies, and the closing `ring` cancels the two terms $4\pi r^2\rho$. The converse compares a given solution with the explicit one through `solution_unique`.

`selfEnergy_wall` inserts the constant shift and splits the integral. This requires the Coulomb integrand to be integrable, which follows by writing $r^2\rho V_C$ as $r\rho\,(u-kr)$, a continuous function. `grounded_hartree` sets $q=0$ in these two results.
